# An upper bound on the smallest Gram eigenvalue of free s-waves equally spaced in wave number

At radius $r$ the two waves $\sin(kr)$ and $\sin((k+h)r)$, with wave numbers $k$ and $k+h$, differ by at most $|hr|$, so on $[0,R]$ their superposition with normalised coefficients $(1,-1)/\sqrt2$ has squared norm at most $h^2R^3/6$. The Lean code below carries this from two waves to $n+1$ equally spaced ones, with the difference replaced by an $n$-th finite difference, and turns it into a bound on an eigenvalue of their overlap matrix.

```lean
import Mathlib

open Matrix

namespace PartialWaveGram

noncomputable section

/-- The partial wave `sin((k + j h) r)` of the `j`-th reference, with wave-number spacing `h`. -/
def wave (k h : ℝ) (j : ℕ) (r : ℝ) : ℝ := Real.sin ((k + j * h) * r)

/-- The Gram matrix of the partial waves `j = 0, ..., n`: their overlap integrals on `[0, R]`. -/
def gram (k h R : ℝ) (n : ℕ) : Matrix (Fin (n + 1)) (Fin (n + 1)) ℝ :=
  Matrix.of fun i j => ∫ r in (0 : ℝ)..R, wave k h i r * wave k h j r

/-- The alternating binomial coefficients `(-1)^j binom(n, j)` of an `n`-th finite difference. -/
def diffVec (n : ℕ) (j : Fin (n + 1)) : ℝ := (-1) ^ (j : ℕ) * (n.choose j : ℝ)

/-- The quadratic form of the Gram matrix is the integral of the squared superposition of
partial waves. -/
theorem gram_quadratic (k h R : ℝ) (n : ℕ) (c : Fin (n + 1) → ℝ) :
    c ⬝ᵥ gram k h R n *ᵥ c = ∫ r in (0 : ℝ)..R, (∑ j, c j * wave k h j r) ^ 2 := by
  have hint : ∀ i j : Fin (n + 1), IntervalIntegrable
      (fun r => c i * (wave k h i r * wave k h j r * c j)) MeasureTheory.volume 0 R :=
    fun i j => Continuous.intervalIntegrable (by unfold wave; fun_prop) _ _
  have hint' : ∀ i : Fin (n + 1), IntervalIntegrable
      (fun r => ∑ j : Fin (n + 1), c i * (wave k h i r * wave k h j r * c j))
      MeasureTheory.volume 0 R :=
    fun i => Continuous.intervalIntegrable
      (continuous_finsetSum _ fun j _ => by unfold wave; fun_prop) _ _
  have hsq : ∀ r, (∑ j, c j * wave k h j r) ^ 2
      = ∑ i : Fin (n + 1), ∑ j : Fin (n + 1),
        c i * (wave k h i r * wave k h j r * c j) := by
    intro r
    rw [sq, Finset.sum_mul_sum]
    exact Finset.sum_congr rfl fun i _ => Finset.sum_congr rfl fun j _ => by ring
  simp only [hsq]
  rw [intervalIntegral.integral_finsetSum (fun i _ => hint' i)]
  simp only [dotProduct, Matrix.mulVec, Finset.mul_sum]
  refine Finset.sum_congr rfl fun i _ => ?_
  rw [intervalIntegral.integral_finsetSum (fun j _ => hint i j)]
  refine Finset.sum_congr rfl fun j _ => ?_
  rw [intervalIntegral.integral_const_mul, intervalIntegral.integral_mul_const]
  rfl

/-- The alternating binomial superposition of partial waves is the imaginary part of
`exp(i k r) (1 - exp(i h r))^n`. -/
theorem difference_wave (k h r : ℝ) (n : ℕ) :
    ∑ j, diffVec n j * wave k h j r =
      (Complex.exp ((k * r : ℝ) * Complex.I) *
        (1 - Complex.exp ((h * r : ℝ) * Complex.I)) ^ n).im := by
  have hsum : Complex.exp ((k * r : ℝ) * Complex.I) *
      (1 - Complex.exp ((h * r : ℝ) * Complex.I)) ^ n =
      ∑ j : Fin (n + 1), ((diffVec n j : ℝ) : ℂ) *
        Complex.exp (((k + (j : ℕ) * h) * r : ℝ) * Complex.I) := by
    have h1 : 1 - Complex.exp ((h * r : ℝ) * Complex.I)
        = -Complex.exp ((h * r : ℝ) * Complex.I) + 1 := by ring
    rw [h1, add_pow, Finset.mul_sum, Finset.sum_range]
    refine Finset.sum_congr rfl fun j _ => ?_
    have hexp : Complex.exp (((k + (j : ℕ) * h) * r : ℝ) * Complex.I) =
        Complex.exp ((k * r : ℝ) * Complex.I) *
          Complex.exp ((h * r : ℝ) * Complex.I) ^ (j : ℕ) := by
      rw [← Complex.exp_nat_mul, ← Complex.exp_add]
      congr 1
      push_cast
      ring
    have hd : ((diffVec n j : ℝ) : ℂ) = (-1) ^ (j : ℕ) * (n.choose j : ℂ) := by
      simp [diffVec]
    rw [hexp, hd, neg_pow, one_pow]
    ring
  rw [hsum, Complex.im_sum]
  refine Finset.sum_congr rfl fun j _ => ?_
  rw [Complex.im_ofReal_mul, Complex.exp_ofReal_mul_I_im]
  rfl

/-- The alternating binomial superposition of partial waves has size at most `|h r|^n` at
radius `r`. -/
theorem difference_wave_le (k h r : ℝ) (n : ℕ) :
    |∑ j, diffVec n j * wave k h j r| ≤ |h * r| ^ n := by
  -- a chord of the unit circle is no longer than its arc
  have chord : ‖1 - Complex.exp ((h * r : ℝ) * Complex.I)‖ ≤ |h * r| := by
    have hs : ‖1 - Complex.exp ((h * r : ℝ) * Complex.I)‖ ^ 2 ≤ (h * r) ^ 2 := by
      rw [Complex.sq_norm, Complex.normSq_apply]
      simp only [Complex.sub_re, Complex.sub_im, Complex.one_re, Complex.one_im,
        Complex.exp_ofReal_mul_I_re, Complex.exp_ofReal_mul_I_im]
      nlinarith [Real.sin_sq_add_cos_sq (h * r),
        Real.one_sub_sq_div_two_le_cos (x := h * r)]
    have := sq_le_sq.mp hs
    rwa [abs_norm] at this
  rw [difference_wave]
  refine (Complex.abs_im_le_norm _).trans ?_
  rw [norm_mul, Complex.norm_exp_ofReal_mul_I, one_mul, norm_pow]
  exact pow_le_pow_left₀ (norm_nonneg _) chord n

/-- The squared length of the alternating binomial vector is `binom(2n, n)`. -/
theorem diffVec_sq (n : ℕ) : diffVec n ⬝ᵥ diffVec n = ((2 * n).choose n : ℝ) := by
  have hv : (2 * n).choose n = ∑ j ∈ Finset.range (n + 1), n.choose j * n.choose j := by
    rw [two_mul, Nat.add_choose_eq, Finset.Nat.sum_antidiagonal_eq_sum_range_succ
      (fun a b => n.choose a * n.choose b)]
    refine Finset.sum_congr rfl fun j hj => ?_
    have hj' : j ≤ n := by
      have := Finset.mem_range.mp hj
      omega
    show n.choose j * n.choose (n - j) = _
    rw [Nat.choose_symm hj']
  rw [hv, Finset.sum_range]
  push_cast
  refine Finset.sum_congr rfl fun j _ => ?_
  have hone : (-1 : ℝ) ^ (j : ℕ) * (-1) ^ (j : ℕ) = 1 := by
    rw [← mul_pow]; norm_num
  simp only [diffVec]
  linear_combination ((n.choose j : ℝ) * (n.choose j : ℝ)) * hone

/-- Variational principle: if a trial vector has Rayleigh quotient at most `B`, the real
symmetric matrix has an eigenvalue at most `B`. -/
theorem exists_eigenvalue_le {ι : Type*} [Fintype ι] [DecidableEq ι] {A : Matrix ι ι ℝ}
    (hA : A.IsHermitian) {x : ι → ℝ} (hx : x ≠ 0) {B : ℝ}
    (hB : x ⬝ᵥ A *ᵥ x ≤ B * (x ⬝ᵥ x)) :
    ∃ μ ≤ B, ∃ v ≠ 0, A *ᵥ v = μ • v := by
  have key : ∀ y : ι → ℝ, (A - B • (1 : Matrix ι ι ℝ)) *ᵥ y = A *ᵥ y - B • y := by
    intro y
    rw [Matrix.sub_mulVec, Matrix.smul_mulVec, Matrix.one_mulVec]
  have hS : (A - B • (1 : Matrix ι ι ℝ)).IsHermitian :=
    hA.sub (by simp [Matrix.IsHermitian])
  -- the shifted matrix is not positive definite, so one of its eigenvalues is not positive
  have hnot : ¬ (A - B • (1 : Matrix ι ι ℝ)).PosDef := by
    intro hp
    have h1 := hp.dotProduct_mulVec_pos hx
    rw [star_trivial, key, dotProduct_sub, dotProduct_smul, smul_eq_mul] at h1
    linarith
  rw [hS.posDef_iff_eigenvalues_pos] at hnot
  obtain ⟨i, hi⟩ := not_forall.mp hnot
  have hi' := not_lt.mp hi
  have h2 : (A - B • (1 : Matrix ι ι ℝ)) *ᵥ (hS.eigenvectorBasis i).ofLp
      = hS.eigenvalues i • (hS.eigenvectorBasis i).ofLp := hS.mulVec_eigenvectorBasis i
  refine ⟨hS.eigenvalues i + B, by linarith, (hS.eigenvectorBasis i).ofLp, ?_, ?_⟩
  · intro h0
    exact hS.eigenvectorBasis.orthonormal.ne_zero i (by ext j; simpa using congrFun h0 j)
  · rw [add_smul, ← h2, key, sub_add_cancel]

/-- The Gram matrix of `n + 1` partial waves with spacing `h` on `[0, R]` has an eigenvalue
between `0` and `R (hR)^(2n) / ((2n+1) binom(2n, n))`. -/
theorem gram_small_eigenvalue (k h : ℝ) {R : ℝ} (hR : 0 ≤ R) (n : ℕ) :
    ∃ μ, 0 ≤ μ ∧ μ ≤ R * (h * R) ^ (2 * n) / ((2 * n + 1) * ((2 * n).choose n : ℝ)) ∧
      ∃ v ≠ 0, gram k h R n *ᵥ v = μ • v := by
  have hC : (0 : ℝ) < ((2 * n).choose n : ℝ) := by
    exact_mod_cast Nat.choose_pos (by omega : n ≤ 2 * n)
  have hG : (gram k h R n).IsHermitian := Matrix.IsHermitian.ext fun i j => by
    simp only [gram, Matrix.of_apply, star_trivial]
    congr 1
    ext r
    ring
  have hx : diffVec n ≠ 0 := by
    intro h0
    have := diffVec_sq n
    rw [h0, dotProduct_zero] at this
    linarith
  -- integrate the pointwise bound on the squared finite difference
  have hray : diffVec n ⬝ᵥ gram k h R n *ᵥ diffVec n
      ≤ R * (h * R) ^ (2 * n) / (2 * n + 1) := by
    rw [gram_quadratic]
    have hle : ∫ r in (0 : ℝ)..R, (∑ j, diffVec n j * wave k h j r) ^ 2
        ≤ ∫ r in (0 : ℝ)..R, h ^ (2 * n) * r ^ (2 * n) := by
      refine intervalIntegral.integral_mono_on hR
        (Continuous.intervalIntegrable (Continuous.pow
          (continuous_finsetSum _ fun j _ => by unfold wave; fun_prop) 2) _ _)
        (Continuous.intervalIntegrable (by fun_prop) _ _) fun r _ => ?_
      calc (∑ j, diffVec n j * wave k h j r) ^ 2
          = |∑ j, diffVec n j * wave k h j r| ^ 2 := (sq_abs _).symm
        _ ≤ (|h * r| ^ n) ^ 2 :=
            pow_le_pow_left₀ (abs_nonneg _) (difference_wave_le k h r n) 2
        _ = (|h * r| ^ 2) ^ n := by ring
        _ = ((h * r) ^ 2) ^ n := by rw [sq_abs]
        _ = h ^ (2 * n) * r ^ (2 * n) := by rw [← pow_mul, mul_pow]
    refine hle.trans (le_of_eq ?_)
    have hz : (0 : ℝ) ^ (2 * n + 1) = 0 := zero_pow (by omega)
    rw [intervalIntegral.integral_const_mul, integral_pow, hz, mul_pow]
    push_cast
    ring
  obtain ⟨μ, hμ, v, hv, hev⟩ := exists_eigenvalue_le hG hx
    (B := R * (h * R) ^ (2 * n) / ((2 * n + 1) * ((2 * n).choose n : ℝ))) (by
      rw [diffVec_sq]
      refine hray.trans (le_of_eq ?_)
      field_simp)
  refine ⟨μ, ?_, hμ, v, hv, hev⟩
  -- the quadratic form is an integral of a square, so the eigenvalue is not negative
  have hq : 0 ≤ v ⬝ᵥ gram k h R n *ᵥ v := by
    rw [gram_quadratic]
    exact intervalIntegral.integral_nonneg hR fun r _ => sq_nonneg _
  rw [hev, dotProduct_smul, smul_eq_mul] at hq
  have hvv : 0 < v ⬝ᵥ v := lt_of_le_of_ne
    (Finset.sum_nonneg fun i _ => mul_self_nonneg (v i))
    (fun h0 => hv (dotProduct_self_eq_zero.mp h0.symm))
  exact nonneg_of_mul_nonneg_left hq hvv

/-- The Gram matrix of `n + 1` partial waves with spacing `h` on `[0, R]` has an eigenvalue
between `0` and `R (hR/2)^(2n)`. -/
theorem gram_geometric_bound (k h : ℝ) {R : ℝ} (hR : 0 ≤ R) (n : ℕ) :
    ∃ μ, 0 ≤ μ ∧ μ ≤ R * (h * R / 2) ^ (2 * n) ∧
      ∃ v ≠ 0, gram k h R n *ᵥ v = μ • v := by
  obtain ⟨μ, h0, hμ, hv⟩ := gram_small_eigenvalue k h hR n
  refine ⟨μ, h0, hμ.trans ?_, hv⟩
  have hC : (0 : ℝ) < ((2 * n).choose n : ℝ) := by
    exact_mod_cast Nat.choose_pos (by omega : n ≤ 2 * n)
  -- the central binomial coefficient is at least 4^n / (2n+1)
  have h4 : 4 ^ n ≤ (2 * n + 1) * (2 * n).choose n := by
    rcases Nat.eq_zero_or_pos n with rfl | hn
    · simp
    · have h5 := Nat.four_pow_le_two_mul_self_mul_centralBinom n hn
      rw [Nat.centralBinom_eq_two_mul_choose] at h5
      exact h5.trans (Nat.mul_le_mul_right _ (by omega))
  have h4' : (4 : ℝ) ^ n ≤ (2 * n + 1) * ((2 * n).choose n : ℝ) := by exact_mod_cast h4
  have hpow : (h * R) ^ (2 * n) = (h * R / 2) ^ (2 * n) * 4 ^ n := by
    rw [pow_mul (h * R), pow_mul (h * R / 2), ← mul_pow]
    congr 1
    ring
  rw [div_le_iff₀ (by positivity), hpow, ← mul_assoc]
  exact mul_le_mul_of_nonneg_left h4'
    (mul_nonneg hR ((even_two_mul n).pow_nonneg _))

end

end PartialWaveGram
```

```lean
#print axioms PartialWaveGram.gram_small_eigenvalue
#print axioms PartialWaveGram.gram_geometric_bound
```

```
'PartialWaveGram.gram_small_eigenvalue' depends on axioms: [propext, Classical.choice, Quot.sound]
'PartialWaveGram.gram_geometric_bound' depends on axioms: [propext, Classical.choice, Quot.sound]
```

## The eigenvalue bound in words

The partial waves are $w_j(r)=\sin((k+jh)r)$ for $j=0,\dots,n$, written `wave k h j r`. Their Gram matrix, `gram k h R n`, has the entries

$$G_{ij}=\int_0^R w_i(r)\,w_j(r)\,dr .$$

Its indices have type `Fin (n + 1)`, so they run from $0$ to $n$ as in the formula.

The theorem `gram_small_eigenvalue` says that for all real $k$ and $h$, every $R\ge 0$ and every natural number $n$, there are a number $\mu$ and a nonzero vector $v$ with $Gv=\mu v$ and

$$0\le\mu\le \frac{R\,(hR)^{2n}}{(2n+1)\binom{2n}{n}} .$$

The smallest eigenvalue is no larger than $\mu$, so it obeys the same upper bound. The second theorem, `gram_geometric_bound`, replaces the right-hand side by the weaker but simpler $R\,(hR/2)^{2n}$. If $|hR|<2$, this tends to zero as waves are added at fixed spacing.

For $hR=1/2$ the first bound is about $0.042\,R$ with two waves, $0.0021\,R$ with three and $0.00011\,R$ with four. For $n=0$ there is a single wave, and the bound reduces to $\int_0^R\sin^2(kr)\,dr\le R$. For $h=0$ and $n\ge1$ all waves coincide, and both the bound and $\mu$ are zero.

## Free s-waves as reference states

An ultrasoft pseudopotential may use several reference energies in one angular-momentum channel. Here the reference states are those of a free particle with $\ell=0$: the radial function multiplied by $r$ is $\sin(\kappa r)$ up to normalisation, with energy $\kappa^2/2$ in atomic units. The interval $[0,R]$ stands for the augmentation sphere, and $G_{ij}$ is the radial overlap inside it. The spacing is uniform in wave number, hence not in energy.

For these free waves on a finite sphere, the bound shows that two or more closely spaced references, with $|hR|$ well below 1, give an overlap matrix with an eigenvalue far below $R$. If the largest eigenvalue is not comparably small, linear solves with this matrix can amplify relative errors strongly. The matrix $G$ is neither the augmentation matrix, which is a difference between all-electron and pseudo overlaps, nor the matrix inverted to form the projectors. The theorems do not treat an atomic potential, higher $\ell$ or unequal spacing, and they give no positive lower bound on the smallest eigenvalue.

## The finite difference that nearly cancels

**From the matrix to an integral.** For real coefficients $c_j$, expanding the square gives

$$\int_0^R\Big(\sum_j c_jw_j\Big)^2dr=\sum_{i,j}c_i\Big(\int_0^R w_iw_j\,dr\Big)c_j=c^{T}Gc .$$

This is `gram_quadratic`. Its proof writes the square as a double sum and exchanges sum and integral, which is allowed because the sums are finite and the waves continuous.

**Choosing the coefficients.** Take $c_j=(-1)^j\binom nj$, which is `diffVec n j`. Since $w_j$ is the imaginary part of $e^{i(k+jh)r}$, where $i$ is now the imaginary unit, the binomial theorem gives

$$f(r)=\sum_j c_jw_j(r)=\operatorname{Im}\Big[e^{ikr}\sum_j\binom nj\big(-e^{ihr}\big)^j\Big]=\operatorname{Im}\Big[e^{ikr}\big(1-e^{ihr}\big)^n\Big].$$

The lemma `difference_wave` proves this identity: `add_pow` expands the power, and the exponentials are then combined term by term.

**Bounding the superposition.** A chord of the unit circle is no longer than its arc. For real $x$, the inequality $\cos x\ge1-x^2/2$ gives

$$|1-e^{ix}|^2=(1-\cos x)^2+\sin^2x=2-2\cos x\le x^2 .$$

With $x=hr$, and because $|e^{ikr}|=1$ and an imaginary part never exceeds the modulus, $|f(r)|\le|hr|^n$. This is `difference_wave_le`; its inner step `chord` is the inequality just shown, closed by `nlinarith` from the cosine bound and $\sin^2+\cos^2=1$.

**Integrating.** Squaring the pointwise bound gives

$$c^{T}Gc=\int_0^R f(r)^2\,dr\le\int_0^R h^{2n}r^{2n}\,dr=\frac{R\,(hR)^{2n}}{2n+1}.$$

In the main theorem this is the step `hray`. The assumption $R\ge0$ lets a pointwise inequality pass to the integrals.

**Normalising.** The coefficient vector is not a unit vector. By the symmetry of the binomial coefficients and Vandermonde's identity,

$$c^{T}c=\sum_{j=0}^n\binom nj^2=\sum_{j=0}^n\binom nj\binom n{n-j}=\binom{2n}n ,$$

which is `diffVec_sq`. The unit vector $c/\sqrt{\binom{2n}{n}}$ therefore gives a superposition whose squared norm on $[0,R]$ is at most

$$B=\frac{R\,(hR)^{2n}}{(2n+1)\binom{2n}n}.$$

For $n=1$ this is the value $h^2R^3/6$ found for two waves.

## From a trial vector to an eigenvalue

The matrix $G$ is real and symmetric, so it has an orthonormal basis of eigenvectors. Expanding $c$ in that basis shows that $c^{T}Gc/c^{T}c$ is a weighted mean of the eigenvalues. A mean of at most $B$ requires at least one eigenvalue of at most $B$.

The lemma `exists_eigenvalue_le` proves this for any real symmetric matrix $A$ by a shift. If $A-B\mathbf 1$, with $\mathbf 1$ the identity matrix, were positive definite, its quadratic form at the trial vector would be positive, contrary to the bound on the Rayleigh quotient. Hence $A-B\mathbf 1$ has an eigenvalue $\lambda\le0$, and the same eigenvector belongs to the eigenvalue $\lambda+B\le B$ of $A$. The vector $v$ in the theorem comes from this step and need not be the trial vector $c$.

For the lower bound, let $Gv=\mu v$ with $v\ne0$. Then

$$\mu\,v^{T}v=v^{T}Gv=\int_0^R\Big(\sum_jv_jw_j\Big)^2dr\ge0 ,$$

and $v^{T}v>0$ gives $\mu\ge0$. The last lines of `gram_small_eigenvalue` follow this argument.

For the geometric bound, the $2n+1$ binomial coefficients $\binom{2n}{m}$, $m=0,\dots,2n$, add up to $4^n$, and the central one is the largest, so $4^n\le(2n+1)\binom{2n}n$. Therefore

$$\frac{R\,(hR)^{2n}}{(2n+1)\binom{2n}n}\le\frac{R\,(hR)^{2n}}{4^n}=R\Big(\frac{hR}2\Big)^{2n}.$$

The code obtains the inequality for $4^n$ from a slightly stronger Mathlib lemma for $n>0$ and treats $n=0$ separately.

## Normalising the waves first

The waves in `gram` are not normalised, so a small eigenvalue can also reflect a wave that is itself small on $[0,R]$; with $k=0$ the wave $j=0$ even vanishes. The matrix could instead have been built from $w_j/N_j$, where $N_j^2=\int_0^Rw_j^2\,dr$, provided that no $N_j$ is zero. With the trial coefficients $N_jc_j$ the superposition $f$ stays the same, and the bound becomes

$$\frac{R\,(hR)^{2n}}{(2n+1)\sum_jN_j^2\binom nj^2}.$$

This version is dimensionless and measures linear dependence alone. Its matrix has trace $n+1$, so its largest eigenvalue is at least $1$, and the bound also limits the ratio of the smallest to the largest eigenvalue. The price is a statement that depends on $k$ through the norms $N_j$, whereas the bound for `gram` holds uniformly in $k$.
